# On a finite graph, an interacting lattice gas with uniform chemical potential is a uniform-field Ising model exactly when all sites have equal degree

When particles with a single bond energy occupy a finite cluster of sites, can their energy be written as that of an Ising magnet in one uniform field? The answer depends on what the rewriting may adjust. Here the spins are fixed as $\sigma_i=2n_i-1$, where $n_i$ is the occupation of site $i$. The coupling $J$, the field $h$ and the additive constant $C$ may be any real numbers, provided that the same three serve every occupation of the cluster.

Suppose that a lone particle has the same energy at every site. For a uniform chemical potential $\mu$ and a nonzero bond energy, such numbers exist if and only if every site has the same number of neighbours, its degree $d_i$. For an adsorbate described by this classical model, with the particle number free to vary, the result says when the lattice-gas energy in a simulation can be replaced by an Ising energy with a single field value.

The worked cases, and the remarks on weakened hypotheses that cite no theorem, are ordinary algebra, done in prose and not in Lean.

## One bond energy on a finite simple graph

The sites form a finite type `V`, and the bonds are the edges of a simple graph `G`: no site is bonded to itself, and no pair is bonded twice. Write $B(x)$ for the sum of $x_ix_j$ over bonds. In Lean, `bondSum` takes half the sum over ordered neighbouring pairs, which counts each bond once.

```lean
import Mathlib

open Finset

namespace LatticeGasUniformField

noncomputable section

variable {V : Type*} [Fintype V] (G : SimpleGraph V) [DecidableRel G.Adj]

/-- The sum of `x i * x j` over the bonds of the graph, each bond counted once
(half the sum over ordered pairs of neighbours). -/
def bondSum (x : V → ℝ) : ℝ :=
  (∑ i, ∑ j, if G.Adj i j then x i * x j else 0) / 2
```

The gas energy is
$$E(n)=-\varepsilon B(n)-\sum_i\mu_i n_i .$$
It includes the chemical-potential term, so it is what textbooks often write as $E-\mu N$. Positive $\varepsilon$ means attraction, and either sign is allowed. The definition lets $\mu_i$ vary from site to site. At equilibrium the chemical potential itself is the same everywhere, and $\mu_i$ is that value minus the energy of a lone particle at site $i$. Uniform $\mu$, the constant function `fun _ => μ`, therefore means equal site energies.

```lean
/-- Lattice-gas energy with bond energy `-ε` and chemical potential `μ i` at site `i`. -/
def gasEnergy (ε : ℝ) (μ n : V → ℝ) : ℝ :=
  -ε * bondSum G n - ∑ i, μ i * n i
```

The Ising energy is $-JB(\sigma)-h\sum_i\sigma_i+C$, with positive $J$ ferromagnetic.

```lean
/-- Ising energy with uniform coupling `J`, uniform field `h` and additive constant `C`. -/
def isingEnergy (J h C : ℝ) (σ : V → ℝ) : ℝ :=
  -J * bondSum G σ - h * ∑ i, σ i + C
```

Applying this model to a real cluster or surface assumes, among other things, that only neighbouring pairs interact and that every bond has the same strength, including those at edges and corners. The theorems do not justify these assumptions. A substrate can also bind a lone particle more strongly at an edge than in the interior. Then $\mu_i$ varies from site to site, and the field in the Ising form depends on this variation as well as on the number of neighbours.

## Each site empty or singly occupied

Occupations are real-valued functions, and `IsOccupation` restricts their values to 0 and 1. Physically this is single occupancy. The map `spin` sends an empty site to $-1$ and a filled site to $+1$.

```lean
/-- Each site is either empty or singly occupied. -/
def IsOccupation (n : V → ℝ) : Prop := ∀ i, n i = 0 ∨ n i = 1

/-- The spin variables `σ = 2n - 1` of an occupation `n`. -/
def spin (n : V → ℝ) : V → ℝ := fun i => 2 * n i - 1
```

The change of variables is a polynomial identity and holds for all real $n$. Single occupancy matters in the other direction, where agreement of the energies is assumed and a conclusion about the field is drawn. The argument may then use only configurations of zeros and ones, and the proof of `localField_eq_of_even` checks this for each configuration that it uses.

Agreement on too few configurations would not be enough. If only the empty and the full lattice had to match, $h$ and $C$ could be adjusted to fit both energies on any nonempty graph, whatever its degrees.

## Bonds without direction turn neighbour counts into a field

Adjacency is symmetric, so both ends of a bond contribute equally. For one bond,
$$\sigma_i\sigma_j=(2n_i-1)(2n_j-1)=4n_in_j-2n_i-2n_j+1 .$$
In the sum over bonds, $n_i$ appears once for each neighbour of $i$, and the number of bonds is $\tfrac12\sum_i d_i$. Hence
$$B(\sigma)=4B(n)-2\sum_i d_in_i+\tfrac12\sum_i d_i .$$
Solving for $B(n)$ and inserting $n_i=(1+\sigma_i)/2$ gives
$$B(n)=\tfrac14B(\sigma)+\tfrac14\sum_i d_i\sigma_i+\tfrac18\sum_i d_i ,$$
and the gas energy becomes
$$E(n)=-\frac{\varepsilon}{4}B(\sigma)-\sum_i b_i\sigma_i-\frac12\sum_i\mu_i-\frac{\varepsilon}{8}\sum_i d_i,\qquad b_i=\frac{\mu_i}{2}+\frac{\varepsilon d_i}{4}.$$
The quantity $b_i$ is `localField G ε μ i`.

```lean
/-- The local field `μ i / 2 + ε deg(i) / 4` at site `i`. -/
def localField (ε : ℝ) (μ : V → ℝ) (i : V) : ℝ :=
  μ i / 2 + ε * (G.degree i : ℝ) / 4
```

The lemma `sum_neighbours` says that a constant summed over the neighbours of $i$ gives $d_i$ times that constant.

```lean
/-- Summing a constant over the neighbours of a site gives the degree times the constant. -/
theorem sum_neighbours (i : V) (c : ℝ) :
    (∑ j, if G.Adj i j then c else 0) = (G.degree i : ℝ) * c := by
  have hf : (univ.filter fun j => G.Adj i j) = G.neighborFinset i := by
    ext j
    simp
  rw [← Finset.sum_filter, hf, Finset.sum_const, nsmul_eq_mul,
    G.card_neighborFinset_eq_degree]
```

In `bondSum_spin`, the step `e` is the one-bond expansion. The step `s` handles the term carrying $n_j$: it exchanges the two sums and uses `G.adj_comm`, the symmetry of adjacency. If bonds had a direction, the average of incoming and outgoing neighbour counts would take the place of $d_i$.

```lean
/-- The bond sum of the spins, written in occupations: four times the bond sum of the occupations,
minus twice their degree-weighted sum, plus half the sum of the degrees. -/
theorem bondSum_spin (n : V → ℝ) :
    bondSum G (spin n) = 4 * bondSum G n - 2 * ∑ i, (G.degree i : ℝ) * n i
      + (∑ i, (G.degree i : ℝ)) / 2 := by
  have e : ∀ i j, (if G.Adj i j then spin n i * spin n j else 0)
      = 4 * (if G.Adj i j then n i * n j else 0) - 2 * (if G.Adj i j then n i else 0)
        - 2 * (if G.Adj i j then n j else 0) + (if G.Adj i j then (1 : ℝ) else 0) := by
    intro i j
    unfold spin
    split_ifs <;> ring
  -- the two ends of a bond contribute equally
  have s : (∑ i, ∑ j, if G.Adj i j then n j else 0) = ∑ i, (G.degree i : ℝ) * n i := by
    rw [Finset.sum_comm]
    refine Finset.sum_congr rfl fun j _ => ?_
    rw [← sum_neighbours G j (n j)]
    exact Finset.sum_congr rfl fun i _ => if_congr (G.adj_comm i j) rfl rfl
  unfold bondSum
  simp only [e, Finset.sum_add_distrib, Finset.sum_sub_distrib, ← Finset.mul_sum, s,
    sum_neighbours, mul_one]
  ring
```

The theorem `gasEnergy_eq_spin` is the displayed formula for $E(n)$. Its proof writes $\sum_i b_i\sigma_i$ in occupations and adds $\varepsilon/4$ times the bond identity.

```lean
/-- On any finite graph the lattice gas is an Ising model with coupling `ε / 4` in the
site-dependent field `localField`, up to a constant. -/
theorem gasEnergy_eq_spin (ε : ℝ) (μ n : V → ℝ) :
    gasEnergy G ε μ n = -(ε / 4) * bondSum G (spin n)
      - ∑ i, localField G ε μ i * spin n i
      + (-(∑ i, μ i) / 2 - ε / 8 * ∑ i, (G.degree i : ℝ)) := by
  have hB := bondSum_spin G n
  have hS : ∑ i, localField G ε μ i * spin n i
      = ∑ i, μ i * n i - (∑ i, μ i) / 2 + ε / 2 * ∑ i, (G.degree i : ℝ) * n i
        - ε / 4 * ∑ i, (G.degree i : ℝ) := by
    simp only [Finset.mul_sum, Finset.sum_div, ← Finset.sum_add_distrib,
      ← Finset.sum_sub_distrib]
    refine Finset.sum_congr rfl fun i _ => ?_
    unfold localField spin
    ring
  unfold gasEnergy
  linear_combination (ε / 4) * hB + hS
```

## An interaction unchanged by spin reversal

The formula gives one Ising form with site-dependent fields $b_i$. To exclude a uniform field when the $b_i$ differ, one must also consider other couplings. The argument allows any interaction $F(\sigma)$ with $F(-\sigma)=F(\sigma)$: pair terms of any range, four-spin terms, bond-dependent couplings and constants all qualify.

Suppose that $E(n)=F(\sigma)-h\sum_i\sigma_i$ on every occupation. Exchanging particles and holes, $n_i\to1-n_i$, reverses all spins. The two energies are then
$$F(\sigma)-h\sum_i\sigma_i=-\tfrac{\varepsilon}{4}B(\sigma)-\sum_i b_i\sigma_i+C_0,$$
$$F(\sigma)+h\sum_i\sigma_i=-\tfrac{\varepsilon}{4}B(\sigma)+\sum_i b_i\sigma_i+C_0,$$
where $C_0$ is the constant found above. Subtracting them leaves
$$\sum_i(b_i-h)\sigma_i=0$$
for every spin configuration. Now take the empty lattice, and then the lattice with one particle at site $k$. Only $\sigma_k$ differs, by 2, so the difference of the two sums is $2(b_k-h)=0$. The field at each site is therefore fixed, whatever $F$ is.

```lean
/-- Reversing all spins leaves the bond sum unchanged. -/
theorem bondSum_neg (σ : V → ℝ) : bondSum G (-σ) = bondSum G σ := by
  simp only [bondSum, Pi.neg_apply, neg_mul_neg]
```

In `localField_eq_of_even`, evenness is the hypothesis `hF`. The step `key` is the particle-hole comparison, where `hc` confirms that the exchanged configuration is an occupation and `hs` that its spins are reversed. The steps `k0` and `k1` evaluate `key` on the empty and singly occupied lattices, and `d` computes their difference.

```lean
/-- If the lattice-gas energy is a spin-reversal-even interaction `F` plus the energy of a
uniform field `h`, then the local field equals `h` at every site. -/
theorem localField_eq_of_even (ε : ℝ) (μ : V → ℝ) (F : (V → ℝ) → ℝ) (h : ℝ)
    (hF : ∀ σ, F (-σ) = F σ)
    (hE : ∀ n, IsOccupation n → gasEnergy G ε μ n = F (spin n) - h * ∑ i, spin n i)
    (k : V) : localField G ε μ k = h := by
  classical
  -- particle-hole exchange isolates the part of the energy odd in the spins
  have key : ∀ n, IsOccupation n → ∑ i, (localField G ε μ i - h) * spin n i = 0 := by
    intro n hn
    have hc : IsOccupation (fun i => 1 - n i) := by
      intro i
      rcases hn i with h0 | h0 <;> simp [h0]
    have hs : spin (fun i => 1 - n i) = -spin n := by
      funext i
      simp only [spin, Pi.neg_apply]
      ring
    have e1 := hE n hn
    have e2 := hE _ hc
    rw [gasEnergy_eq_spin] at e1
    rw [gasEnergy_eq_spin, hs, bondSum_neg, hF] at e2
    simp only [Pi.neg_apply, mul_neg, Finset.sum_neg_distrib] at e2
    have split : ∑ i, (localField G ε μ i - h) * spin n i
        = ∑ i, localField G ε μ i * spin n i - h * ∑ i, spin n i := by
      rw [Finset.mul_sum, ← Finset.sum_sub_distrib]
      exact Finset.sum_congr rfl fun i _ => by ring
    rw [split]
    linarith
  -- compare the empty lattice with a single particle at site k
  have k0 := key (fun _ => 0) (fun _ => Or.inl rfl)
  have k1 := key (fun i => if i = k then 1 else 0)
    (by intro i; by_cases hi : i = k <;> simp [hi])
  have d : ∑ i, (localField G ε μ i - h) * spin (fun i => if i = k then 1 else 0) i
      - ∑ i, (localField G ε μ i - h) * spin (fun _ => 0) i
      = 2 * (localField G ε μ k - h) := by
    rw [← Finset.sum_sub_distrib, Finset.sum_eq_single k]
    · simp only [spin, ↓reduceIte]
      ring
    · intro i _ hi
      simp [spin, hi]
    · intro hk
      exact absurd (Finset.mem_univ k) hk
  rw [k0, k1] at d
  linarith
```

With no parity condition at all on $F$, the conclusion fails on any nonempty graph: for any chosen $h$, $F$ could be defined as the gas energy plus $h\sum_i\sigma_i$.

## The same coupling and field everywhere

The uniform Ising form is the special case $F(\sigma)=-JB(\sigma)+C$, which is even because each bond term is a product of two spins. So if the form exists, all $b_i$ equal $h$. Conversely, if all $b_i$ equal some $h$, the formula for $E(n)$ is already a uniform Ising energy with $J=\varepsilon/4$.

In `uniform_ising_iff_localField`, the two halves of the proof are these two observations. The theorem holds for any $\varepsilon$ and any site-dependent $\mu_i$. Were the field allowed to vary from site to site, the Ising form would exist on every finite graph, by `gasEnergy_eq_spin`.

```lean
/-- With site-dependent chemical potentials, the lattice gas equals an Ising energy with
uniform coupling, uniform field and a constant if and only if the local field is the same at
all sites. -/
theorem uniform_ising_iff_localField (ε : ℝ) (μ : V → ℝ) :
    (∃ J h C : ℝ, ∀ n, IsOccupation n →
      gasEnergy G ε μ n = isingEnergy G J h C (spin n)) ↔
    ∃ h : ℝ, ∀ i, localField G ε μ i = h := by
  constructor
  · rintro ⟨J, h, C, hE⟩
    refine ⟨h, localField_eq_of_even G ε μ (fun σ => -J * bondSum G σ + C) h ?_ ?_⟩
    · intro σ
      simp only [bondSum_neg]
    · intro n hn
      rw [hE n hn]
      unfold isingEnergy
      ring
  · rintro ⟨h, hh⟩
    refine ⟨ε / 4, h, -(∑ i, μ i) / 2 - ε / 8 * ∑ i, (G.degree i : ℝ), fun n _ => ?_⟩
    rw [gasEnergy_eq_spin]
    simp only [hh, isingEnergy, Finset.mul_sum]
```

## Nonzero bond energy and uniform chemical potential

With uniform $\mu$, equality of the local fields at $i$ and $j$ reads
$$\frac{\mu}{2}+\frac{\varepsilon d_i}{4}=\frac{\mu}{2}+\frac{\varepsilon d_j}{4},$$
which is $\varepsilon d_i=\varepsilon d_j$. Dividing by $\varepsilon$ gives $d_i=d_j$. The hypothesis `hε : ε ≠ 0` enters here, through `mul_left_cancel₀`. It says that neighbours really interact. For $\varepsilon=0$ the local field is $\mu/2$ everywhere, and the uniform form exists on irregular graphs too.

For the converse, equal degrees make the local field constant, and its value at any one site serves as $h$. The proof treats a graph with no sites separately, since there is no site from which to read that value.

```lean
/-- For `ε ≠ 0` and a uniform chemical potential, the lattice gas equals an Ising energy with
uniform coupling, uniform field and a constant if and only if all sites have equal degree. -/
theorem uniform_ising_iff_regular (ε μ : ℝ) (hε : ε ≠ 0) :
    (∃ J h C : ℝ, ∀ n, IsOccupation n →
      gasEnergy G ε (fun _ => μ) n = isingEnergy G J h C (spin n)) ↔
    ∀ i j, G.degree i = G.degree j := by
  rw [uniform_ising_iff_localField]
  constructor
  · rintro ⟨h, hh⟩ i j
    have hi := hh i
    have hj := hh j
    unfold localField at hi hj
    have hd : ε * (G.degree i : ℝ) = ε * (G.degree j : ℝ) := by linarith
    exact_mod_cast mul_left_cancel₀ hε hd
  · intro hd
    rcases isEmpty_or_nonempty V with hV | ⟨⟨k⟩⟩
    · exact ⟨0, fun i => hV.elim i⟩
    · exact ⟨localField G ε (fun _ => μ) k, fun i => by
        unfold localField
        rw [hd i k]⟩
```

The smallest connected graph with unequal degrees is a chain of three sites, with degrees 1, 2, 1. Compare each single-particle state with its particle-hole partner:

- For a particle at an end, $E(100)-E(011)=-\mu-(-\varepsilon-2\mu)=\mu+\varepsilon$.
- For a particle at the centre, $E(010)-E(101)=-\mu-(-2\mu)=\mu$.

An even interaction with a uniform field gives $2h$ in both cases, because the total spin is $-1$ before the exchange and $+1$ after it. The two values agree only for $\varepsilon=0$.

The next theorem makes the corresponding statement for every graph on which two sites differ in degree: no even interaction, combined with a uniform field, reproduces the gas. Its proof obtains a constant local field from `localField_eq_of_even` and contradicts the unequal degrees through the two equivalences.

```lean
/-- For `ε ≠ 0` and a uniform chemical potential, if two sites differ in degree then no
spin-reversal-even interaction, of any range or order, together with a uniform field
reproduces the lattice-gas energy. -/
theorem no_even_interaction_of_irregular (ε μ : ℝ) (hε : ε ≠ 0) {i j : V}
    (hij : G.degree i ≠ G.degree j) (F : (V → ℝ) → ℝ) (h : ℝ) (hF : ∀ σ, F (-σ) = F σ) :
    ¬ ∀ n, IsOccupation n →
      gasEnergy G ε (fun _ => μ) n = F (spin n) - h * ∑ k, spin n k := by
  intro hE
  have hh := localField_eq_of_even G ε (fun _ => μ) F h hF hE
  exact hij ((uniform_ising_iff_regular G ε μ hε).mp
    ((uniform_ising_iff_localField G ε _).mpr ⟨h, hh⟩) i j)
```

Uniform $\mu$ is also a real restriction. If it is given up, the choice $\mu_i=\mu_0-\varepsilon d_i/2$, with $\mu_0$ any real number, gives
$$b_i=\frac{\mu_0}{2}-\frac{\varepsilon d_i}{4}+\frac{\varepsilon d_i}{4}=\frac{\mu_0}{2}$$
at every site. The theorem `compensated_gas_is_uniform` records that a uniform Ising form then exists on every finite graph. On the three-site chain, this means $\mu_0-\varepsilon/2$ at the ends and $\mu_0-\varepsilon$ at the centre.

```lean
/-- On every finite graph, the site-dependent chemical potential `μ₀ - ε deg(i) / 2` makes the
lattice gas equal to an Ising energy with uniform coupling, uniform field and a constant. -/
theorem compensated_gas_is_uniform (ε μ₀ : ℝ) :
    ∃ J h C : ℝ, ∀ n, IsOccupation n →
      gasEnergy G ε (fun i => μ₀ - ε * (G.degree i : ℝ) / 2) n
        = isingEnergy G J h C (spin n) := by
  refine (uniform_ising_iff_localField G ε _).mpr ⟨μ₀ / 2, fun i => ?_⟩
  unfold localField
  ring

end

end LatticeGasUniformField
```

```lean
#print axioms LatticeGasUniformField.uniform_ising_iff_regular
#print axioms LatticeGasUniformField.no_even_interaction_of_irregular
#print axioms LatticeGasUniformField.compensated_gas_is_uniform
```

```
'LatticeGasUniformField.uniform_ising_iff_regular' depends on axioms: [propext, Classical.choice, Quot.sound]
'LatticeGasUniformField.no_even_interaction_of_irregular' depends on axioms: [propext, Classical.choice, Quot.sound]
'LatticeGasUniformField.compensated_gas_is_uniform' depends on axioms: [propext, Classical.choice, Quot.sound]
```

## Field values on a square island

Consider adsorbates on a square island of at least $3\times3$ sites with open edges, nearest-neighbour bonds and equal site energies, simulated with an Ising Monte Carlo program. The coupling is $\varepsilon/4$ on every bond, and the field is an array with three values:

| Site | Degree | Field |
|---|---|---|
| Interior | 4 | $\mu/2+\varepsilon$ |
| Edge | 3 | $\mu/2+3\varepsilon/4$ |
| Corner | 2 | $\mu/2+\varepsilon/2$ |

With periodic boundaries on the same $L\times L$ lattice, $L\ge3$, every site has degree 4 and the array reduces to the single number $\mu/2+\varepsilon$. That field vanishes at $\mu=-2\varepsilon$, where particles and holes are equivalent. On the open island no single value of $\mu$ makes all three fields vanish when $\varepsilon\neq0$.
